# At fixed doping, an amphoteric defect with a rarer neutral state holds the Fermi level closer to the midpoint of its two transition levels

A semiconductor contains a fixed concentration of defects that can each give up an electron or take one. Shallow donors are added, and the defects capture the donated electrons. The Fermi level rises until the captured charge balances the donors. How far it must rise depends on how readily the defect stays neutral.

Let the charge states \(+1, 0, -1\) have formation energies \(E_+ + \mu\), \(E_0\) and \(E_- - \mu\), where \(\mu\) is the Fermi level, and let \(\beta\) be the inverse temperature. Each charge state is counted as a single state, without degeneracy. Let \(a\) be the net donor concentration divided by the defect concentration. With the shallow dopants fully ionized and free carriers neglected, neutrality says that the mean number of excess electrons per defect equals \(a\). For \(0<a<1\) this fixes \(\mu\) uniquely. The charge states \(+1\) and \(0\) are equally likely at \(\mu=E_0-E_+\), and \(0\) and \(-1\) at \(\mu=E_--E_0\). The midpoint of these two transition levels is \((E_- - E_+)/2\), which does not depend on \(E_0\). The Fermi level lies above this midpoint, and it moves down towards it when \(E_0\) is raised.

## From three Boltzmann weights to a quadratic

Define the reduced Fermi level and the neutral weight

\[
x=\beta\left(\mu-\frac{E_--E_+}{2}\right),\qquad w=e^{\beta(E_++E_--2E_0)/2}.
\]

The three Boltzmann factors share the factor \(e^{-\beta(E_++E_-)/2}\). Once it is removed, they are \(e^{-x}\), \(w\) and \(e^{x}\), so neutrality reads

\[
\frac{e^x-e^{-x}}{e^{-x}+w+e^x}=\frac{2\sinh x}{w+2\cosh x}=a .
\]

For \(w\ge 0\) the left side is below one in magnitude, because \(w+2\cosh x\mp 2\sinh x=w+2e^{\mp x}>0\). The defects alone therefore cannot fully compensate doping with \(|a|\ge 1\).

Now let \(-1<a<1\) and \(u=e^x\). Multiplying out and then multiplying by \(u\) gives

\[
(1-a)u^2-a w u-(1+a)=0 .
\]

The product of the roots is \(-(1+a)/(1-a)<0\), so exactly one root is positive:

\[
z=\frac{aw+\sqrt{(aw)^2+4(1-a^2)}}{2(1-a)},\qquad x=\log z .
\]

Uniqueness can also be seen by subtracting the equations for \(u\) and \(z\):

\[
(u-z)\,[(1-a)(u+z)-aw]=0 .
\]

The equation for \(z\) gives \((1-a)z-aw=(1+a)/z>0\), so the bracket is positive and \(u=z\).

For the dependence on \(w\), take \(0<a<1\) and \(w<w'\), with positive roots \(z\) and \(z'\). Subtracting their equations gives

\[
(z-z')\,[(1-a)(z+z')-aw]+a(w'-w)z'=0 .
\]

The bracket and the last term are both positive, so \(z<z'\) and \(x<x'\). Moreover \(x>0\), since \(\sinh x\) has the sign of \(a\).

At \(w=0\) the quadratic gives \(z^2=(1+a)/(1-a)\), hence \(x=\tfrac12\log\frac{1+a}{1-a}\). This displacement remains even when the neutral state is absent. Finally, raising \(E_0\) at fixed \(\beta>0\) lowers \(w\), and therefore lowers \(\mu\).

## Numbers for one net donor per two defects

For \(a=\tfrac12\) the quadratic becomes \(u^2-wu-3=0\). Without a neutral state, \(u=\sqrt3\) and \(x\approx0.549\). With \(w=2\), \(u=3\) and \(x=\log 3\approx1.099\), exactly twice as far from the midpoint. As a check, \(2\sinh x=8/3\) and \(2+2\cosh x=16/3\), whose ratio is \(\tfrac12\).

In a supercell study, \(E_+\), \(E_0\) and \(E_-\) come from the total energies of the three charge states with finite-size corrections. To measure \(\mu\) from the valence-band maximum, the energy of that maximum is added for the state \(+1\) and subtracted for the state \(-1\). The three values are then known up to a common constant. The constant cancels in the midpoint and in \(w\). Ignoring degeneracies, take the invented values \(0.4\), \(0.9\) and \(1.6\) eV, with \(1/\beta=0.025\) eV and \(a=\tfrac12\). The midpoint is \(0.6\) eV, \(w=e^4\approx54.6\), and the formula gives \(x\approx4.00\), so \(\mu\approx0.700\) eV. If a different functional puts \(E_0\) at \(1.0\) eV and leaves the other two energies unchanged, then \(w=1\), \(x\approx0.834\) and \(\mu\approx0.621\) eV. In this example a change of \(0.1\) eV in the neutral energy moves the predicted Fermi level by about \(0.08\) eV. The sensitivity fades when \(w\) is small, because \(x\) then approaches its value at \(w=0\).

## The model and its closed solution in Lean

```lean
import Mathlib

open Real

namespace AmphotericPinning

noncomputable section
```

The reduced mean electron number takes two real arguments, the weight `w` and the level `x`. The condition \(w\ge0\) enters as a hypothesis of the theorems that need it.

```lean
/-- Mean number of excess electrons on a defect with charge states `+1, 0, -1` of weights
`exp (-x), w, exp x`, where `x` is the reduced Fermi level; the domain is `w ≥ 0`. -/
def excessElectrons (w x : ℝ) : ℝ := 2 * sinh x / (w + 2 * cosh x)
```

The microscopic average is defined separately, with `Ep`, `E0`, `Em` for \(E_+,E_0,E_-\). An electron on the defect counts as \(+1\), so a positive value means negative defect charge and compensates donors. Each charge state enters with one Boltzmann factor; a degeneracy can be absorbed into its energy at fixed temperature.

```lean
/-- The Gibbs average of the excess electron number at inverse temperature `β` and Fermi level
`μ`, for formation energies `Ep + μ`, `E0`, `Em - μ` of the charge states `+1, 0, -1`. -/
def gibbsElectrons (β Ep E0 Em μ : ℝ) : ℝ :=
  (exp (-β * (Em - μ)) - exp (-β * (Ep + μ))) /
    (exp (-β * (Ep + μ)) + exp (-β * E0) + exp (-β * (Em - μ)))
```

The next two definitions are the positive root \(z\) and its logarithm.

```lean
/-- Closed formula for the electron fugacity at doping fraction `a` and neutral weight `w`;
the domain is `-1 < a < 1`. -/
def fugacity (a w : ℝ) : ℝ :=
  (a * w + √((a * w) ^ 2 + 4 * (1 - a ^ 2))) / (2 * (1 - a))

/-- The reduced Fermi level, the logarithm of the fugacity; the domain is `-1 < a < 1`. -/
def pinnedLevel (a w : ℝ) : ℝ := log (fugacity a w)
```

## The Gibbs average reduces to two parameters

This identity connects the energies to the reduced formula. The facts `h1`, `h2` and `h3` factor the three Boltzmann weights as above, and `mul_div_mul_left` cancels the common factor.

```lean
/-- The Gibbs average depends only on the reduced Fermi level, measured from the midpoint
`(Em - Ep) / 2`, and on the neutral weight `exp (β (Ep + Em - 2 E0) / 2)`. -/
theorem gibbsElectrons_eq (β Ep E0 Em μ : ℝ) :
    gibbsElectrons β Ep E0 Em μ =
      excessElectrons (exp (β * (Ep + Em - 2 * E0) / 2)) (β * (μ - (Em - Ep) / 2)) := by
  -- take the common factor out of all three Boltzmann weights
  have hc : exp (-β * (Ep + Em) / 2) ≠ 0 := (exp_pos _).ne'
  have h1 : exp (-β * (Em - μ)) =
      exp (-β * (Ep + Em) / 2) * exp (β * (μ - (Em - Ep) / 2)) := by
    rw [← exp_add]; congr 1; ring
  have h2 : exp (-β * (Ep + μ)) =
      exp (-β * (Ep + Em) / 2) * exp (-(β * (μ - (Em - Ep) / 2))) := by
    rw [← exp_add]; congr 1; ring
  have h3 : exp (-β * E0) =
      exp (-β * (Ep + Em) / 2) * exp (β * (Ep + Em - 2 * E0) / 2) := by
    rw [← exp_add]; congr 1; ring
  rw [gibbsElectrons, h1, h2, h3, excessElectrons, sinh_eq, cosh_eq]
  refine Eq.trans ?_ (mul_div_mul_left _ _ hc)
  congr 1 <;> ring
```

The bound on the captured charge follows by writing \(\sinh\) and \(\cosh\) as exponentials. Both inequalities then reduce to the positivity of \(e^{x}\) and \(e^{-x}\) together with \(w\ge0\).

```lean
/-- For `w ≥ 0` the defect holds on average less than one excess electron or hole. -/
theorem abs_excessElectrons_lt_one {w : ℝ} (hw : 0 ≤ w) (x : ℝ) :
    |excessElectrons w x| < 1 := by
  have hd : 0 < w + 2 * cosh x := by linarith [cosh_pos x]
  have hu := exp_pos x
  have hv := exp_pos (-x)
  rw [excessElectrons, abs_lt, lt_div_iff₀ hd, div_lt_iff₀ hd, sinh_eq, cosh_eq]
  constructor <;> linarith
```

## Exactly one level satisfies neutrality

The following lemma collects three properties of \(z\): it is positive, it solves the quadratic, and \(aw<(1-a)z\). Here the last property comes from the square root \(s\). Since \(s^2>(aw)^2\), we have \(s>|aw|\), and \(2(1-a)z=aw+s\) gives both inequalities. For the quadratic, the proof multiplies by \(4(1-a)\) and completes the square.

```lean
/-- For `-1 < a < 1` the fugacity is positive, solves the quadratic form of the neutrality
condition, and satisfies `a w < (1 - a) z`. -/
theorem fugacity_spec {a : ℝ} (h0 : -1 < a) (h1 : a < 1) (w : ℝ) :
    0 < fugacity a w ∧
      (1 - a) * fugacity a w ^ 2 - a * w * fugacity a w - (1 + a) = 0 ∧
      a * w < (1 - a) * fugacity a w := by
  have hp : 0 < (1 - a) * (1 + a) := mul_pos (by linarith) (by linarith)
  have h2 : 0 < 2 * (1 - a) := by linarith
  have hs0 := Real.sqrt_nonneg ((a * w) ^ 2 + 4 * (1 - a ^ 2))
  have hs := Real.sq_sqrt
    (show 0 ≤ (a * w) ^ 2 + 4 * (1 - a ^ 2) by nlinarith [sq_nonneg (a * w)])
  have hz : fugacity a w * (2 * (1 - a)) =
      a * w + √((a * w) ^ 2 + 4 * (1 - a ^ 2)) := (eq_div_iff h2.ne').mp rfl
  generalize √((a * w) ^ 2 + 4 * (1 - a ^ 2)) = s at hs0 hs hz
  -- the root of the discriminant exceeds |a w|
  have hlt := abs_lt.mp (abs_lt_of_sq_lt_sq (show (a * w) ^ 2 < s ^ 2 by nlinarith) hs0)
  refine ⟨(mul_pos_iff_of_pos_right h2).mp (by linarith [hlt.1]), ?_, by linarith [hlt.2]⟩
  have h4 : 4 * (1 - a) ≠ 0 := by
    have : 0 < 4 * (1 - a) := by linarith
    exact this.ne'
  apply mul_left_cancel₀ h4
  linear_combination (fugacity a w * (2 * (1 - a)) + s - a * w) * hz + hs
```

The equivalence below contains existence and uniqueness for \(-1<a<1\), so it also treats net acceptor doping. In the forward direction, `hf` is the factored difference of the two quadratics and `hpos` says that its bracket is positive. In the reverse direction, the quadratic is multiplied by \(e^{-x}\) to recover neutrality.

```lean
/-- For `w ≥ 0` and `-1 < a < 1`, the defects compensate the doping fraction `a` exactly when
the reduced Fermi level has the value given by the closed formula. -/
theorem excessElectrons_eq_iff {a w : ℝ} (h0 : -1 < a) (h1 : a < 1) (hw : 0 ≤ w) (x : ℝ) :
    excessElectrons w x = a ↔ x = pinnedLevel a w := by
  obtain ⟨hz, hq, hb⟩ := fugacity_spec h0 h1 w
  have hd : 0 < w + 2 * cosh x := by linarith [cosh_pos x]
  have hu := exp_pos x
  have hv : exp x * exp (-x) = 1 := by rw [← exp_add]; simp
  rw [excessElectrons, div_eq_iff hd.ne', sinh_eq, cosh_eq]
  constructor
  · intro h
    -- two positive roots of the quadratic coincide
    have hf : (exp x - fugacity a w) *
        ((1 - a) * (exp x + fugacity a w) - a * w) = 0 := by
      linear_combination exp x * h + (1 + a) * hv - hq
    have hpos : 0 < (1 - a) * (exp x + fugacity a w) - a * w := by
      have := mul_pos (show 0 < 1 - a by linarith) hu
      linarith
    have he : exp x = fugacity a w :=
      sub_eq_zero.mp ((mul_eq_zero.mp hf).resolve_right hpos.ne')
    rw [pinnedLevel, ← he, log_exp]
  · intro h
    have he : exp x = fugacity a w := by rw [h, pinnedLevel, exp_log hz]
    rw [← he] at hq
    linear_combination exp (-x) * hq - ((1 - a) * exp x - a * w) * hv
```

## Dependence on the neutral weight

`StrictMono (pinnedLevel a)` says that \(w<w'\) implies a strictly smaller level at \(w\). It holds for all real weights, although only \(w\ge0\) has physical meaning here. The proof assumes \(z'\le z\). Then `hA` and `hB` are the two terms of the subtracted equation, one nonnegative and one positive, and they cannot add to zero.

The hypothesis \(a>0\) matters: at \(a=0\) the level is \(x=0\) for every \(w\).

```lean
/-- For `0 < a < 1` the closed formula for the Fermi level is strictly increasing in `w`. -/
theorem pinnedLevel_strictMono {a : ℝ} (h0 : 0 < a) (h1 : a < 1) :
    StrictMono (pinnedLevel a) := by
  intro w w' hww
  obtain ⟨hz, hq, hb⟩ := fugacity_spec (by linarith) h1 w
  obtain ⟨hz', hq', -⟩ := fugacity_spec (by linarith) h1 w'
  refine log_lt_log hz ?_
  by_contra hcon
  have hle := not_lt.mp hcon
  -- subtract the two quadratics: a nonnegative and a positive term would add to zero
  have hA : 0 ≤ (fugacity a w - fugacity a w') *
      ((1 - a) * (fugacity a w + fugacity a w') - a * w) := by
    have := mul_pos (show 0 < 1 - a by linarith) hz'
    exact mul_nonneg (by linarith) (by linarith)
  have hB : 0 < a * (w' - w) * fugacity a w' :=
    mul_pos (mul_pos h0 (by linarith)) hz'
  linarith
```

The main theorem is phrased through solutions of the neutrality equation, without the closed formula. Its three parts are existence and uniqueness (`∃!`), positivity, and strict increase with \(w\). The first and third use the equivalence above; the second uses the sign of \(\sinh x\).

Pinning here means a smaller displacement from the midpoint at the same \(a\). It does not mean that the level is fixed independently of doping.

```lean
/-- For `0 < a < 1` and each neutral weight `w ≥ 0`, the mean excess electron number equals `a` at
exactly one reduced Fermi level. This level is positive, and among weights `w ≥ 0` a smaller weight
gives a strictly smaller level. -/
theorem fermi_level_pinning {a : ℝ} (h0 : 0 < a) (h1 : a < 1) :
    (∀ w, 0 ≤ w → ∃! x, excessElectrons w x = a) ∧
    (∀ w x, 0 ≤ w → excessElectrons w x = a → 0 < x) ∧
    (∀ w w' x x', 0 ≤ w → w < w' → excessElectrons w x = a →
      excessElectrons w' x' = a → x < x') := by
  have key := fun (w : ℝ) (hw : 0 ≤ w) =>
    excessElectrons_eq_iff (show -1 < a by linarith) h1 hw
  refine ⟨fun w hw => ⟨pinnedLevel a w, (key w hw _).mpr rfl,
    fun y hy => (key w hw y).mp hy⟩, ?_, ?_⟩
  · intro w x hw hx
    by_contra hcon
    have hs : sinh x ≤ 0 := sinh_nonpos_iff.mpr (not_lt.mp hcon)
    have : excessElectrons w x ≤ 0 :=
      div_nonpos_of_nonpos_of_nonneg (by linarith) (by linarith [cosh_pos x])
    linarith
  · intro w w' x x' hw hww hx hx'
    rw [(key w hw x).mp hx, (key w' (by linarith) x').mp hx']
    exact pinnedLevel_strictMono h0 h1 hww
```

The value without a neutral state follows by setting \(w=0\) in the quadratic and taking the logarithm of \(z^2\).

```lean
/-- Without a neutral state, and for `-1 < a < 1`, the reduced Fermi level is
`log ((1 + a) / (1 - a)) / 2`. -/
theorem pinnedLevel_zero {a : ℝ} (h0 : -1 < a) (h1 : a < 1) :
    pinnedLevel a 0 = log ((1 + a) / (1 - a)) / 2 := by
  obtain ⟨-, hq, -⟩ := fugacity_spec h0 h1 0
  have hne : 1 - a ≠ 0 := (sub_pos.mpr h1).ne'
  have h : (1 + a) / (1 - a) = fugacity a 0 ^ 2 := by
    rw [div_eq_iff hne]
    linear_combination -hq
  rw [h, log_pow, pinnedLevel]
  push_cast
  ring
```

## Raising the neutral energy

The last theorem returns to energies. It takes two Fermi levels, `μ` and `μ'`, that satisfy neutrality for neutral energies `E0 < E0'`, with everything else equal, and concludes \((E_--E_+)/2<\mu'<\mu\). The condition \(a<1\) is not assumed: it follows from the bound on the captured charge. The proof rewrites both averages in reduced form, shows in `hw` that the higher energy gives the smaller weight, applies the main theorem, and divides by \(\beta>0\).

The defect concentration is held fixed throughout, so the theorem does not describe growth conditions under which \(\mu\) itself changes the number of defects.

```lean
/-- At fixed `β > 0`, charged-state energies and doping fraction `a > 0`, raising the energy of
the neutral state lowers the Fermi level, which stays above the midpoint `(Em - Ep) / 2`. -/
theorem fermi_level_toward_midpoint {β a Ep Em E0 E0' μ μ' : ℝ} (hβ : 0 < β) (ha : 0 < a)
    (hE : E0 < E0') (h : gibbsElectrons β Ep E0 Em μ = a)
    (h' : gibbsElectrons β Ep E0' Em μ' = a) :
    (Em - Ep) / 2 < μ' ∧ μ' < μ := by
  rw [gibbsElectrons_eq] at h h'
  have ha1 : a < 1 := by
    rw [← h]
    exact (abs_lt.mp (abs_excessElectrons_lt_one (exp_pos _).le _)).2
  -- a higher neutral energy means a smaller neutral weight
  have hw : exp (β * (Ep + Em - 2 * E0') / 2) < exp (β * (Ep + Em - 2 * E0) / 2) := by
    apply exp_lt_exp.mpr
    have := mul_lt_mul_of_pos_left hE hβ
    linarith
  obtain ⟨-, hpos, hmono⟩ := fermi_level_pinning ha ha1
  have p := (mul_pos_iff_of_pos_left hβ).mp (hpos _ _ (exp_pos _).le h')
  have q := lt_of_mul_lt_mul_left (hmono _ _ _ _ (exp_pos _).le hw h' h) hβ.le
  constructor <;> linarith

end

end AmphotericPinning
```

```lean
#print axioms AmphotericPinning.pinnedLevel_zero
-- 'AmphotericPinning.pinnedLevel_zero' depends on axioms: [propext, Classical.choice, Quot.sound]
#print axioms AmphotericPinning.fermi_level_toward_midpoint
-- 'AmphotericPinning.fermi_level_toward_midpoint' depends on axioms: [propext, Classical.choice, Quot.sound]
```
